# The 1s → np oscillator strength of a nonrelativistic one-electron atom: a closed form independent of nuclear charge

For every $n\ge 2$ and every nuclear charge $Z>0$, the 1s → np absorption oscillator strength is an explicit rational number that depends on $n$ alone. The standard bound-state radial functions and Bohr levels are taken as given: neither the Schrödinger equation nor the normalisation of these functions is derived here. The nucleus is a fixed point charge, and the light couples through the electric dipole.

```lean
import Mathlib

open MeasureTheory Set

namespace LymanDipole

noncomputable section
```

Lengths are in bohr and energies in hartree. The polynomial in the np function is the terminating Kummer series

$$F_m(x)={}_1F_1(-m;4;x)=\sum_{k=0}^{m}(-1)^k\binom mk\frac{6}{(k+3)!}\,x^k .$$

```lean
/-- The terminating Kummer series 1F1(-m; 4; x), written as a finite sum. -/
def kummerPoly (m : ℕ) (x : ℝ) : ℝ :=
  ∑ k ∈ Finset.range (m + 1),
    (-1) ^ k * (m.choose k : ℝ) * (6 / ((k + 3).factorial : ℝ)) * x ^ k
```

The 1s function is $R_{10}(r)=2Z^{3/2}e^{-Zr}$, with $Z^{3/2}$ written as `Z * √Z`.

```lean
/-- The 1s radial function of a one-electron atom with nuclear charge `Z > 0`, in atomic units. -/
def radial1s (Z r : ℝ) : ℝ := 2 * Z * √Z * Real.exp (-(Z * r))
```

With $W_n=\sqrt{(n+1)n(n-1)}$, the np function is

$$R_{n1}(r)=Z^{3/2}\,\frac{2Zr}{3n^3}\,W_n\,e^{-Zr/n}\,F_{n-2}(2Zr/n).$$

```lean
/-- The np radial function for nuclear charge `Z > 0` and `n ≥ 2`, in atomic units. -/
def radialNp (Z : ℝ) (n : ℕ) (r : ℝ) : ℝ :=
  Z * √Z * (2 * (Z * r) / (3 * (n : ℝ) ^ 3)) * √(((n : ℝ) + 1) * n * (n - 1)) *
    Real.exp (-(Z * r / n)) * kummerPoly (n - 2) (2 * (Z * r) / n)
```

The radial dipole integral is $D_n(Z)=\int_0^\infty R_{10}R_{n1}\,r^3\,dr$, where `Ioi 0` is the half-line $r>0$. One power of $r$ comes from the dipole operator and two from the volume element.

```lean
/-- The radial dipole integral between 1s and np, for `Z > 0` and `n ≥ 2`. -/
def radialDipole (Z : ℝ) (n : ℕ) : ℝ :=
  ∫ r in Ioi (0 : ℝ), radial1s Z r * radialNp Z n r * r ^ 3
```

The levels are $E_n=-Z^2/(2n^2)$.

```lean
/-- The Bohr energy of level `n ≥ 1` for nuclear charge `Z`, in hartree. -/
def level (Z : ℝ) (n : ℕ) : ℝ := -Z ^ 2 / (2 * (n : ℝ) ^ 2)
```

The strength is defined as $f_n=\tfrac23(E_n-E_1)D_n^2$. The factor $\tfrac23$ contains the angular integration for s → p, summed over the three p states. At $Z=1$ this is $\tfrac13(1-1/n^2)D_n^2$.

```lean
/-- The 1s to np absorption oscillator strength, two thirds of the transition energy times
the squared radial dipole integral, for `Z > 0` and `n ≥ 2`. -/
def oscStrength (Z : ℝ) (n : ℕ) : ℝ :=
  2 / 3 * (level Z n - level Z 1) * radialDipole Z n ^ 2
```

## (a) Moments of a decaying exponential

Show that, for $s>0$ and $j=0,1,2,\dots$,

$$\int_0^\infty r^j e^{-sr}\,dr=\frac{j!}{s^{j+1}} .$$

Put $u=sr$. The integral becomes $s^{-(j+1)}\int_0^\infty u^je^{-u}\,du=s^{-(j+1)}\,\Gamma(j+1)$, and $\Gamma(j+1)=j!$. The proof takes Mathlib's Gamma integral for real exponents and converts it to integer powers.

```lean
/-- The moments of a decaying exponential on the half-line. -/
theorem exp_moment (j : ℕ) {s : ℝ} (hs : 0 < s) :
    ∫ r in Ioi (0 : ℝ), r ^ j * Real.exp (-(s * r)) = (j.factorial : ℝ) / s ^ (j + 1) := by
  have h := Real.integral_rpow_mul_exp_neg_mul_Ioi (a := (j : ℝ) + 1) (r := s)
    (by positivity) hs
  have e : (1 / s) ^ ((j : ℝ) + 1) = (1 / s) ^ (j + 1) := by
    exact_mod_cast Real.rpow_natCast (1 / s) (j + 1)
  rw [e, Real.Gamma_nat_eq_factorial, add_sub_cancel_right] at h
  simp only [Real.rpow_natCast] at h
  rw [h, one_div, inv_pow, div_eq_mul_inv, mul_comm]
```

## (b) Integrability of each moment

Show that $r^je^{-sr}$ is integrable on $r>0$ for $s>0$.

The integrand is nonnegative and its integral, by (a), is finite. Lean reaches this by contradiction: Mathlib gives a non-integrable function the integral zero, whereas (a) gives a nonzero value.

```lean
/-- Every natural-number power times a decaying exponential is integrable on the half-line. -/
theorem exp_moment_integrable (j : ℕ) {s : ℝ} (hs : 0 < s) :
    Integrable (fun r : ℝ => r ^ j * Real.exp (-(s * r))) (volume.restrict (Ioi 0)) := by
  by_contra h
  have h0 := integral_undef h
  rw [exp_moment j hs] at h0
  have h1 : (j.factorial : ℝ) / s ^ (j + 1) ≠ 0 := by positivity
  exact h1 h0
```

## (c) A binomial sum with a linear weight

Show that, for every natural $m$ and real $y$,

$$(1+y)\sum_{k=0}^m\binom mk(k+4)y^k=(1+y)^m\bigl(4(1+y)+my\bigr).$$

The constant part of the weight gives $4(1+y)^m$ by the binomial theorem. For the linear part with $m\ge1$, use $k\binom mk=m\binom{m-1}{k-1}$:

$$\sum_k k\binom mk y^k=my(1+y)^{m-1}.$$

Multiplying both parts by $1+y$ and adding gives the claim. At $m=0$ both sides are $4(1+y)$. In the proof, `h0` is the binomial theorem, `h1` the linear part and `h3` the splitting of the weight.

```lean
/-- A closed form for `1 + y` times the binomial sum with the linear weight `k + 4`. -/
theorem weighted_binomial (m : ℕ) (y : ℝ) :
    (1 + y) * ∑ k ∈ Finset.range (m + 1), (m.choose k : ℝ) * ((k : ℝ) + 4) * y ^ k
      = (1 + y) ^ m * (4 * (1 + y) + m * y) := by
  have h0 : ∀ m : ℕ, ∑ k ∈ Finset.range (m + 1), (m.choose k : ℝ) * y ^ k = (1 + y) ^ m := by
    intro m
    rw [add_comm 1 y, add_pow]
    refine Finset.sum_congr rfl fun k _ => ?_
    rw [one_pow]
    ring
  -- the part of the weight linear in k, by absorbing k into the binomial coefficient
  have h1 : (1 + y) * ∑ k ∈ Finset.range (m + 1), (m.choose k : ℝ) * (k : ℝ) * y ^ k
      = m * y * (1 + y) ^ m := by
    cases m with
    | zero => simp
    | succ m =>
      have h2 : ∑ k ∈ Finset.range (m + 1),
          ((m + 1).choose (k + 1) : ℝ) * ((k + 1 : ℕ) : ℝ) * y ^ (k + 1)
          = ((m : ℝ) + 1) * y * (1 + y) ^ m := by
        rw [← h0 m, Finset.mul_sum]
        refine Finset.sum_congr rfl fun k _ => ?_
        have c : ((m : ℝ) + 1) * (m.choose k : ℝ)
            = ((m + 1).choose (k + 1) : ℝ) * ((k : ℝ) + 1) := by
          exact_mod_cast Nat.add_one_mul_choose_eq m k
        push_cast
        linear_combination (-(y ^ (k + 1))) * c
      rw [Finset.sum_range_succ', h2]
      push_cast
      ring
  have h3 : ∑ k ∈ Finset.range (m + 1), (m.choose k : ℝ) * ((k : ℝ) + 4) * y ^ k
      = ∑ k ∈ Finset.range (m + 1), (m.choose k : ℝ) * (k : ℝ) * y ^ k
        + 4 * ∑ k ∈ Finset.range (m + 1), (m.choose k : ℝ) * y ^ k := by
    rw [Finset.mul_sum, ← Finset.sum_add_distrib]
    exact Finset.sum_congr rfl fun k _ => by ring
  rw [h3, h0]
  linear_combination h1
```

## (d) The Laplace integral of the Kummer polynomial

Show that, for $s>0$ and real $q$,

$$\Bigl(1-\frac qs\Bigr)\int_0^\infty r^4e^{-sr}F_m(qr)\,dr=\frac6{s^5}\Bigl(1-\frac qs\Bigr)^m\Bigl[4\Bigl(1-\frac qs\Bigr)-m\frac qs\Bigr].$$

Integrate term by term. By (a), term $k$ contributes

$$(-1)^k\binom mk\frac{6q^k}{(k+3)!}\,\frac{(k+4)!}{s^{k+5}}=\frac6{s^5}\binom mk(k+4)\Bigl(-\frac qs\Bigr)^k .$$

Now apply (c) with $y=-q/s$. In Lean, `hterm` expands the integrand and `hsum` integrates the finite sum, using (b) for the exchange of sum and integral.

```lean
/-- A closed form for `1 - q / s` times the Laplace integral, with weight `r ^ 4`, of the
terminating Kummer series at `q * r`. -/
theorem kummer_integral (m : ℕ) {s : ℝ} (q : ℝ) (hs : 0 < s) :
    (1 - q / s) * ∫ r in Ioi (0 : ℝ), r ^ 4 * Real.exp (-(s * r)) * kummerPoly m (q * r)
      = 6 / s ^ 5 * ((1 - q / s) ^ m * (4 * (1 - q / s) - m * (q / s))) := by
  have hterm : ∀ r : ℝ, r ^ 4 * Real.exp (-(s * r)) * kummerPoly m (q * r)
      = ∑ k ∈ Finset.range (m + 1),
        ((-1) ^ k * (m.choose k : ℝ) * (6 / ((k + 3).factorial : ℝ)) * q ^ k) *
          (r ^ (k + 4) * Real.exp (-(s * r))) := by
    intro r
    rw [kummerPoly, Finset.mul_sum]
    exact Finset.sum_congr rfl fun k _ => by ring
  have hsum : ∫ r in Ioi (0 : ℝ), r ^ 4 * Real.exp (-(s * r)) * kummerPoly m (q * r)
      = 6 / s ^ 5 * ∑ k ∈ Finset.range (m + 1),
        (m.choose k : ℝ) * ((k : ℝ) + 4) * (-(q / s)) ^ k := by
    simp_rw [hterm]
    rw [MeasureTheory.integral_finsetSum _ (fun k _ => (exp_moment_integrable (k + 4) hs).const_mul _),
      Finset.mul_sum]
    refine Finset.sum_congr rfl fun k _ => ?_
    rw [integral_const_mul, exp_moment _ hs]
    -- the factorials leave only the weight k + 4
    have f : ((k + 4).factorial : ℝ) = ((k : ℝ) + 4) * ((k + 3).factorial : ℝ) := by
      exact_mod_cast Nat.factorial_succ (k + 3)
    have hF : ((k + 3).factorial : ℝ) ≠ 0 := by positivity
    have g : 6 / ((k + 3).factorial : ℝ) * (((k : ℝ) + 4) * ((k + 3).factorial : ℝ))
        = 6 * ((k : ℝ) + 4) := by
      field_simp
    rw [f, neg_pow (q / s) k, div_pow]
    linear_combination ((-1) ^ k * (m.choose k : ℝ) * q ^ k / s ^ (k + 5)) * g
  rw [hsum]
  linear_combination (6 / s ^ 5) * weighted_binomial m (-(q / s))
```

## (e) Scaling with nuclear charge

Show that $D_n(Z)=D_n(1)/Z$ for $Z>0$.

Each radial function at charge $Z$ is $Z^{3/2}$ times its $Z=1$ form at $Zr$. The full integrand is therefore the $Z=1$ integrand evaluated at $u=Zr$, since $Z^3r^3=u^3$, and $dr=du/Z$ supplies the remaining factor. The proof uses the same substitution, together with $\sqrt Z\sqrt Z=Z$.

```lean
/-- The radial dipole integral scales as the inverse nuclear charge. -/
theorem radialDipole_scaling {Z : ℝ} (hZ : 0 < Z) (n : ℕ) :
    radialDipole Z n = radialDipole 1 n / Z := by
  have h := integral_comp_mul_left_Ioi
    (fun r : ℝ => radial1s 1 r * radialNp 1 n r * r ^ 3) 0 hZ
  simp only [mul_zero, smul_eq_mul] at h
  unfold radialDipole
  rw [div_eq_inv_mul, ← h]
  refine integral_congr_ae (Filter.Eventually.of_forall fun r => ?_)
  simp only [radial1s, radialNp, Real.sqrt_one, one_mul, mul_one]
  have hq : √Z * √Z = Z := Real.mul_self_sqrt hZ.le
  linear_combination (2 * Z ^ 2 * Real.exp (-(Z * r)) * (2 * (Z * r) / (3 * (n : ℝ) ^ 3)) *
    √(((n : ℝ) + 1) * n * (n - 1)) * Real.exp (-(Z * r / n)) *
    kummerPoly (n - 2) (2 * (Z * r) / n) * r ^ 3) * hq
```

## (f) The signed dipole integral

Show that, for $Z>0$ and $n\ge2$,

$$D_n(Z)=\frac{16\,n^3\,W_n\,(n-1)^{n-2}}{Z\,(n-1)\,(n+1)^{n+3}} .$$

At $Z=1$, $D_n=\frac{4W_n}{3n^3}J$, where $J$ is the integral in (d) with $m=n-2$, $s=(n+1)/n$ and $q=2/n$. Then $q/s=2/(n+1)$ and $1-q/s=(n-1)/(n+1)$, and the square bracket is

$$\frac{4(n-1)-2(n-2)}{n+1}=\frac{2n}{n+1}.$$

Dividing by $1-q/s$, which is nonzero, gives

$$J=\frac{12n^6}{(n+1)^5(n-1)}\Bigl(\frac{n-1}{n+1}\Bigr)^{n-2}.$$

Multiply by the prefactor and use (e). The result is positive for the chosen signs of the radial functions. In Lean, `hI` extracts the prefactor, `hK` applies (d) and `hJ` solves for $J$.

```lean
/-- The 1s to np radial dipole integral in closed form, including its sign. -/
theorem radialDipole_eq {Z : ℝ} (hZ : 0 < Z) {n : ℕ} (hn : 2 ≤ n) :
    radialDipole Z n = 16 * (n : ℝ) ^ 3 * √(((n : ℝ) + 1) * n * (n - 1)) *
      ((n : ℝ) - 1) ^ (n - 2) / (Z * ((n : ℝ) - 1) * ((n : ℝ) + 1) ^ (n + 3)) := by
  have hx : (2 : ℝ) ≤ n := by exact_mod_cast hn
  have h0 : (n : ℝ) ≠ 0 := ne_of_gt (by linarith)
  have h1 : (n : ℝ) - 1 ≠ 0 := ne_of_gt (by linarith)
  have h2 : (n : ℝ) + 1 ≠ 0 := ne_of_gt (by linarith)
  have hI : radialDipole 1 n = 4 / (3 * (n : ℝ) ^ 3) * √(((n : ℝ) + 1) * n * (n - 1)) *
      ∫ r in Ioi (0 : ℝ), r ^ 4 * Real.exp (-((1 + 1 / (n : ℝ)) * r)) *
        kummerPoly (n - 2) (2 / (n : ℝ) * r) := by
    unfold radialDipole
    rw [← integral_const_mul]
    refine integral_congr_ae (Filter.Eventually.of_forall fun r => ?_)
    simp only [radial1s, radialNp]
    have e : Real.exp (-((1 + 1 / (n : ℝ)) * r))
        = Real.exp (-(1 * r)) * Real.exp (-(1 * r / n)) := by
      rw [← Real.exp_add]
      congr 1
      ring
    have a : 2 * (1 * r) / (n : ℝ) = 2 / (n : ℝ) * r := by ring
    rw [e, a, Real.sqrt_one]
    ring
  have hK := kummer_integral (n - 2) (s := 1 + 1 / (n : ℝ)) (2 / (n : ℝ)) (by positivity)
  have hs : 1 + 1 / (n : ℝ) = ((n : ℝ) + 1) / n := by field_simp
  have hq : 2 / (n : ℝ) / (((n : ℝ) + 1) / n) = 2 / ((n : ℝ) + 1) := by field_simp
  have ht : 1 - 2 / ((n : ℝ) + 1) = ((n : ℝ) - 1) / ((n : ℝ) + 1) := by
    field_simp
    ring
  have hc : ((n - 2 : ℕ) : ℝ) = (n : ℝ) - 2 := by
    rw [Nat.cast_sub hn, Nat.cast_ofNat]
  have hp : ((n : ℝ) + 1) ^ (n + 3) = ((n : ℝ) + 1) ^ (n - 2) * ((n : ℝ) + 1) ^ 5 := by
    rw [← pow_add]
    congr 1
    omega
  rw [hs, hq, ht, hc, div_pow _ _ (n - 2)] at hK
  rw [radialDipole_scaling hZ, hI, hs, hp]
  have hP : ((n : ℝ) + 1) ^ (n - 2) ≠ 0 := pow_ne_zero _ h2
  generalize (∫ r in Ioi (0 : ℝ), r ^ 4 * Real.exp (-(((n : ℝ) + 1) / n * r)) *
    kummerPoly (n - 2) (2 / (n : ℝ) * r)) = J at hK ⊢
  generalize ((n : ℝ) + 1) ^ (n - 2) = P at hK hP ⊢
  generalize ((n : ℝ) - 1) ^ (n - 2) = Q at hK ⊢
  -- solve the Laplace integral for J
  have hJ : J = 12 * (n : ℝ) ^ 6 / (((n : ℝ) + 1) ^ 5 * ((n : ℝ) - 1)) * (Q / P) := by
    apply mul_left_cancel₀ (div_ne_zero h1 h2)
    rw [hK]
    field_simp
    ring
  rw [hJ]
  field_simp
  ring
```

## (g) The squared dipole integral

Show that, under the same conditions,

$$D_n(Z)^2=\frac{2^8n^7(n-1)^{2n-5}}{(n+1)^{2n+5}Z^2}.$$

Square (f) and insert $W_n^2=(n+1)n(n-1)$. The powers of $n-1$ combine to $1+2(n-2)-2=2n-5$, and those of $n+1$ in the denominator to $2(n+3)-1=2n+5$. At $n=2$ the first exponent is $-1$, so Lean takes it in the integers. The steps `hW`, `hz` and `hQ` carry out this bookkeeping.

```lean
/-- The squared 1s to np radial dipole integral in closed form, for every `n ≥ 2` and every
nuclear charge. -/
theorem radialDipole_sq {Z : ℝ} (hZ : 0 < Z) {n : ℕ} (hn : 2 ≤ n) :
    radialDipole Z n ^ 2 = 2 ^ 8 * (n : ℝ) ^ 7 * ((n : ℝ) - 1) ^ (2 * (n : ℤ) - 5) /
      (((n : ℝ) + 1) ^ (2 * n + 5) * Z ^ 2) := by
  have hx : (2 : ℝ) ≤ n := by exact_mod_cast hn
  have h1 : (n : ℝ) - 1 ≠ 0 := ne_of_gt (by linarith)
  have h2 : (n : ℝ) + 1 ≠ 0 := ne_of_gt (by linarith)
  have hW : √(((n : ℝ) + 1) * n * (n - 1)) ^ 2 = ((n : ℝ) + 1) * n * (n - 1) :=
    Real.sq_sqrt (mul_nonneg (by positivity) (by linarith))
  have hz : ((n : ℝ) - 1) ^ (2 * (n : ℤ) - 5)
      = (((n : ℝ) - 1) ^ (n - 2)) ^ 2 / ((n : ℝ) - 1) := by
    rw [show 2 * (n : ℤ) - 5 = (((n - 2) * 2 : ℕ) : ℤ) - 1 by omega,
      zpow_sub_one₀ h1, zpow_natCast, pow_mul, div_eq_mul_inv]
  have hQ : (((n : ℝ) + 1) ^ (n + 3)) ^ 2 = ((n : ℝ) + 1) ^ (2 * n + 5) * ((n : ℝ) + 1) := by
    rw [← pow_mul, ← pow_succ]
    congr 1
    omega
  have hR : ((n : ℝ) + 1) ^ (2 * n + 5) ≠ 0 := pow_ne_zero _ h2
  rw [radialDipole_eq hZ hn, hz]
  simp only [div_pow, mul_pow, hW, hQ]
  generalize ((n : ℝ) + 1) ^ (2 * n + 5) = R at hR ⊢
  generalize ((n : ℝ) - 1) ^ (n - 2) = P
  field_simp
  ring
```

## (h) The oscillator strength

Show that, for $Z>0$ and $n\ge2$,

$$f_n=\frac{2^8n^5(n-1)^{2n-4}}{3(n+1)^{2n+4}} .$$

The transition energy is $E_n-E_1=Z^2(n-1)(n+1)/(2n^2)$. Multiplying (g) by $\frac23$ of this cancels $Z^2$ and $n^2$, raises the power of $n-1$ by one and lowers that of $n+1$ by one. Lean unfolds the definitions, inserts (g) and finishes with the same algebra.

These values can test the radial integrals of a transition code for a nonrelativistic one-electron atom. For Rydberg states, a further expansion by hand, not included in the Lean file, gives $f_n\sim 2^8/(3e^4n^3)$ as $n\to\infty$.

```lean
/-- The 1s to np oscillator strength in closed form; the nuclear charge drops out. -/
theorem oscStrength_eq {Z : ℝ} (hZ : 0 < Z) {n : ℕ} (hn : 2 ≤ n) :
    oscStrength Z n = 2 ^ 8 * (n : ℝ) ^ 5 * ((n : ℝ) - 1) ^ (2 * n - 4) /
      (3 * ((n : ℝ) + 1) ^ (2 * n + 4)) := by
  have hx : (2 : ℝ) ≤ n := by exact_mod_cast hn
  have h0 : (n : ℝ) ≠ 0 := ne_of_gt (by linarith)
  have h1 : (n : ℝ) - 1 ≠ 0 := ne_of_gt (by linarith)
  have h2 : (n : ℝ) + 1 ≠ 0 := ne_of_gt (by linarith)
  have hz : ((n : ℝ) - 1) ^ (2 * n - 4)
      = ((n : ℝ) - 1) ^ (2 * (n : ℤ) - 5) * ((n : ℝ) - 1) := by
    rw [← zpow_add_one₀ h1, ← zpow_natCast]
    congr 1
    omega
  have hR : ((n : ℝ) + 1) ^ (2 * n + 4) ≠ 0 := pow_ne_zero _ h2
  rw [oscStrength, radialDipole_sq hZ hn, hz, level, level, Nat.cast_one,
    pow_succ ((n : ℝ) + 1) (2 * n + 4)]
  generalize ((n : ℝ) + 1) ^ (2 * n + 4) = R at hR ⊢
  generalize ((n : ℝ) - 1) ^ (2 * (n : ℤ) - 5) = P
  field_simp
  ring
```

## (i) Lyman alpha, the smallest case

Show that $f_2=2^{13}/3^9$ for every $Z>0$.

At $n=2$ the Kummer polynomial is the constant 1, and (h) gives $2^8\cdot2^5\cdot1/(3\cdot3^8)=2^{13}/3^9\approx0.416$. Lean substitutes $n=2$ and evaluates the arithmetic.

```lean
/-- The 1s to 2p (Lyman alpha) oscillator strength is 2^13 / 3^9 for every nuclear charge. -/
theorem lyman_alpha {Z : ℝ} (hZ : 0 < Z) : oscStrength Z 2 = 2 ^ 13 / 3 ^ 9 := by
  rw [oscStrength_eq hZ le_rfl]
  norm_num

end

end LymanDipole
```

```lean
#print axioms LymanDipole.oscStrength_eq
#print axioms LymanDipole.lyman_alpha
```

```
'LymanDipole.oscStrength_eq' depends on axioms: [propext, Classical.choice, Quot.sound]
'LymanDipole.lyman_alpha' depends on axioms: [propext, Classical.choice, Quot.sound]
```
